# Two upward-curving bands that cross linearly at X have their lowest energy off X

If silicon's conduction bands are computed only at the high-symmetry points of the Brillouin zone, the band edge comes out too high. Placing the minimum at the zone-boundary point X also gives the wrong number of valleys: three, one for each inequivalent X point, instead of six. The lowest conduction band does not bottom out at X, because two bands meet there with opposite slopes and one of them continues downwards on each side.

The smallest model of this has two bands and one variable, the displacement $q$ from X along the cubic axis. With energy measured from the crossing, the Hamiltonian is

$$H(q) = a q^2\,\mathbb 1 + q V ,$$

where $a > 0$ sets the common curvature $2a$ of the bands (it is of the form $\hbar^2/2m$, not the lattice constant) and $V$ is a $2\times2$ matrix restricted by symmetry. Within this model, for $V \neq 0$, the position and depth of the valleys follow exactly.

## The bands and their symmetries

```lean
import Mathlib

open Matrix

namespace ValleyNearX

noncomputable section

/-- The Pauli matrix `σ_x`, which exchanges the two bands. -/
def sigmaX : Matrix (Fin 2) (Fin 2) ℂ := !![0, 1; 1, 0]
```

This is $\sigma_x$. It stands for a crystal operation that reverses $q$ and exchanges the two bands. Invariance of the Hamiltonian then means $\sigma_x H(q)\sigma_x = H(-q)$, which for the linear term reads $\sigma_x V \sigma_x = -V$.

```lean
/-- The Pauli matrix `σ_z`, which distinguishes the two bands by a sign. -/
def sigmaZ : Matrix (Fin 2) (Fin 2) ℂ := !![1, 0; 0, -1]
```

This is $\sigma_z$. It stands for an operation that leaves $q$ alone and under which the two bands have opposite signs. Invariance now means that $V$ commutes with $\sigma_z$.

```lean
/-- The energy levels of a two-band Hamiltonian: its real eigenvalues. -/
def levels (M : Matrix (Fin 2) (Fin 2) ℂ) : Set ℝ :=
  {E | ∃ v : Fin 2 → ℂ, v ≠ 0 ∧ M *ᵥ v = (E : ℂ) • v}
```

An energy level of $M$ is a real number $E$ for which some nonzero two-component vector $v$ satisfies $Mv = Ev$. The type `Fin 2 → ℂ` is that of such vectors, with components numbered 0 and 1, and `*ᵥ` multiplies a matrix by a vector. The notation `(E : ℂ)` reads the real number $E$ as a complex one.

```lean
/-- The two-band Hamiltonian `a q² + q V` at displacement `q` from the point X. -/
def bandH (a : ℝ) (V : Matrix (Fin 2) (Fin 2) ℂ) (q : ℝ) : Matrix (Fin 2) (Fin 2) ℂ :=
  ((a * q ^ 2 : ℝ) : ℂ) • (1 : Matrix (Fin 2) (Fin 2) ℂ) + (q : ℂ) • V
```

This is $H(q)$ as written above. Here $q$ runs over the whole real line, so the periodicity of the Brillouin zone is left out.

## Symmetry leaves one real number

```lean
/-- A matrix `V` is Hermitian, commutes with `σ_z` and changes sign under `σ_x`
exactly when it is a real multiple of `σ_z`. -/
theorem symmetry_fixes_coupling (V : Matrix (Fin 2) (Fin 2) ℂ) :
    (V.IsHermitian ∧ V * sigmaZ = sigmaZ * V ∧ sigmaX * V * sigmaX = -V) ↔
      ∃ b : ℝ, V = (b : ℂ) • sigmaZ := by
  constructor
  · rintro ⟨hH, hz, hx⟩
    -- commuting with `σ_z` removes the off-diagonal entries
    have h01 : V 0 1 = 0 := by
      have h := congrFun (congrFun hz 0) 1
      have e1 : (V * sigmaZ) 0 1 = -V 0 1 := by
        simp [sigmaZ, Matrix.mul_apply, Fin.sum_univ_two]
      have e2 : (sigmaZ * V) 0 1 = V 0 1 := by
        simp [sigmaZ, Matrix.mul_apply, Fin.sum_univ_two]
      linear_combination (-1 / 2) * h + (1 / 2) * e1 - (1 / 2) * e2
    have h10 : V 1 0 = 0 := by
      rw [← hH.apply 1 0, h01, star_zero]
    -- the sign change under `σ_x` makes the diagonal entries opposite
    have h11 : V 1 1 = -V 0 0 := by
      have h := congrFun (congrFun hx 0) 0
      have e1 : (sigmaX * V * sigmaX) 0 0 = V 1 1 := by
        simp [sigmaX, Matrix.mul_apply, Matrix.vecMul, dotProduct, Fin.sum_univ_two]
      rw [← e1, h, Matrix.neg_apply]
    obtain ⟨b, hb⟩ := Complex.conj_eq_iff_real.mp (hH.apply 0 0)
    refine ⟨b, ?_⟩
    ext i j
    fin_cases i <;> fin_cases j <;> simp [sigmaZ, h01, h10, h11, hb]
  · rintro ⟨b, rfl⟩
    refine ⟨?_, ?_, ?_⟩
    · ext i j
      fin_cases i <;> fin_cases j <;> simp [sigmaZ]
    · rw [Matrix.smul_mul, Matrix.mul_smul]
    · ext i j
      fin_cases i <;> fin_cases j <;>
        simp [sigmaX, sigmaZ, Matrix.mul_apply, Fin.sum_univ_two]
```

The theorem says that $V$ is Hermitian and has both symmetries if and only if $V = b\,\sigma_z$ with $b$ real. By hand, one compares entries:

- The $(0,1)$ entry of $V\sigma_z = \sigma_z V$ is $-V_{01} = V_{01}$, so $V_{01} = 0$.
- Hermiticity gives $V_{10} = \overline{V_{01}} = 0$.
- Conjugation by $\sigma_x$ swaps the diagonal entries, so $V_{11} = -V_{00}$.
- Hermiticity makes $V_{00}$ real. Call it $b$.

Conversely, $b\,\sigma_z$ is Hermitian, commutes with $\sigma_z$, and changes sign because $\sigma_x\sigma_z\sigma_x = -\sigma_z$. The Lean proof takes the same steps: `h01`, `h10` and `h11` are the first three, and `fin_cases` then checks the four entries one at a time.

Physically, $b$ is the slope with which the bands cross at X. Symmetry allows it but does not fix its value.

## The lower band

```lean
/-- The energy levels are the real roots of the secular equation `det (M - E) = 0`. -/
theorem mem_levels_iff_det (M : Matrix (Fin 2) (Fin 2) ℂ) (E : ℝ) :
    E ∈ levels M ↔ (M - (E : ℂ) • (1 : Matrix (Fin 2) (Fin 2) ℂ)).det = 0 := by
  rw [← Matrix.exists_mulVec_eq_zero_iff]
  simp only [levels, Set.mem_ofPred_eq, Matrix.sub_mulVec, Matrix.smul_mulVec,
    Matrix.one_mulVec, sub_eq_zero]
```

A nonzero $v$ with $(M-E)v = 0$ exists exactly when $\det(M-E) = 0$. Mathlib supplies this as `Matrix.exists_mulVec_eq_zero_iff`.

```lean
/-- The lowest level of `e + d σ_z + s σ_x`, with real `e`, `d`, `s`, is `e - √(d² + s²)`. -/
theorem isLeast_levels (e d s : ℝ) :
    IsLeast (levels ((e : ℂ) • (1 : Matrix (Fin 2) (Fin 2) ℂ) + (d : ℂ) • sigmaZ
      + (s : ℂ) • sigmaX)) (e - √(d ^ 2 + s ^ 2)) := by
  have key : ∀ E : ℝ, E ∈ levels ((e : ℂ) • (1 : Matrix (Fin 2) (Fin 2) ℂ)
      + (d : ℂ) • sigmaZ + (s : ℂ) • sigmaX) ↔ (E - e) ^ 2 = d ^ 2 + s ^ 2 := by
    intro E
    have hdet : ((e : ℂ) • (1 : Matrix (Fin 2) (Fin 2) ℂ) + (d : ℂ) • sigmaZ
        + (s : ℂ) • sigmaX - (E : ℂ) • (1 : Matrix (Fin 2) (Fin 2) ℂ)).det
        = (((E - e) ^ 2 - (d ^ 2 + s ^ 2) : ℝ) : ℂ) := by
      simp [Matrix.det_fin_two, sigmaX, sigmaZ]
      ring
    rw [mem_levels_iff_det, hdet, Complex.ofReal_eq_zero, sub_eq_zero]
  have hs : √(d ^ 2 + s ^ 2) ^ 2 = d ^ 2 + s ^ 2 := Real.sq_sqrt (by positivity)
  constructor
  · rw [key]
    linear_combination hs
  · intro E hE
    rw [key] at hE
    have h : |E - e| = √(d ^ 2 + s ^ 2) := by rw [← hE, Real.sqrt_sq_eq_abs]
    linarith [neg_abs_le (E - e)]
```

`IsLeast S x` means that $x$ belongs to the set $S$ and is no larger than any other member. For real $e$, $d$ and $s$, the secular equation is

$$\det\begin{pmatrix} e+d-E & s\\ s & e-d-E\end{pmatrix} = (E-e)^2 - d^2 - s^2 = 0 ,$$

with roots $E = e \pm\sqrt{d^2+s^2}$, and the lower one is the claimed level. In the proof, `key` is the secular equation. The last lines get the lower bound from $|E-e| = \sqrt{d^2+s^2}$ and $-|E-e| \le E-e$.

```lean
/-- For `V = b σ_z` and a coupling `s σ_x` between the bands, the lower band is
`a q² - √(b² q² + s²)`. -/
theorem lower_band_mixed (a b s q : ℝ) :
    IsLeast (levels (bandH a ((b : ℂ) • sigmaZ) q + (s : ℂ) • sigmaX))
      (a * q ^ 2 - √((q * b) ^ 2 + s ^ 2)) := by
  have h := isLeast_levels (a * q ^ 2) (q * b) s
  rw [Complex.ofReal_mul q b, ← smul_smul] at h
  exact h
```

Setting $e = aq^2$ and $d = qb$ gives the lower band when a term $s\,\sigma_x$ mixes the two bands: $aq^2 - \sqrt{(qb)^2+s^2}$.

```lean
/-- For `V = b σ_z` the lower band is `a q² - |b| |q|`. -/
theorem lower_band (a b q : ℝ) :
    IsLeast (levels (bandH a ((b : ℂ) • sigmaZ) q)) (a * q ^ 2 - |b| * |q|) := by
  have h := lower_band_mixed a b 0 q
  have e : √((q * b) ^ 2 + (0 : ℝ) ^ 2) = |b| * |q| := by
    rw [show (q * b) ^ 2 + (0 : ℝ) ^ 2 = (q * b) ^ 2 by ring, Real.sqrt_sq_eq_abs,
      abs_mul, mul_comm]
  rw [e, Complex.ofReal_zero, zero_smul, add_zero] at h
  exact h
```

Without mixing, $s = 0$, the square root becomes $|b||q|$ and the lower band is $aq^2 - |b||q|$.

## Valleys at $|q| = |b|/(2a)$

```lean
/-- Let `a > 0` and let `V ≠ 0` be Hermitian, commute with `σ_z` and change sign under `σ_x`.
Then `V = b σ_z` with `b` real and nonzero, the lower band `E` of `a q² + q V` is minimal
exactly at `|q| = |b|/(2a)`, and there it lies `b²/(4a)` below its value at X. -/
theorem valley_off_X (a : ℝ) (ha : 0 < a) (V : Matrix (Fin 2) (Fin 2) ℂ) (hV : V ≠ 0)
    (hH : V.IsHermitian) (hz : V * sigmaZ = sigmaZ * V) (hx : sigmaX * V * sigmaX = -V)
    (E : ℝ → ℝ) (hE : ∀ q, IsLeast (levels (bandH a V q)) (E q)) :
    ∃ b : ℝ, b ≠ 0 ∧ V = (b : ℂ) • sigmaZ ∧
      (∀ q, (∀ p, E q ≤ E p) ↔ |q| = |b| / (2 * a)) ∧
      (∀ q, |q| = |b| / (2 * a) → E 0 - E q = b ^ 2 / (4 * a)) := by
  obtain ⟨b, rfl⟩ := (symmetry_fixes_coupling V).mp ⟨hH, hz, hx⟩
  have hb : b ≠ 0 := by
    rintro rfl
    exact hV (by rw [Complex.ofReal_zero, zero_smul])
  have hE' : ∀ q, E q = a * q ^ 2 - |b| * |q| := fun q => (hE q).unique (lower_band a b q)
  -- complete the square in `|q|`
  have hsq : ∀ q, E q = a * (|q| - |b| / (2 * a)) ^ 2 - b ^ 2 / (4 * a) := by
    intro q
    rw [hE' q, ← sq_abs q, ← sq_abs b]
    field_simp
    ring
  refine ⟨b, hb, rfl, fun q => ⟨fun h => ?_, fun h p => ?_⟩, fun q h => ?_⟩
  · have h1 := h (|b| / (2 * a))
    have hn : 0 ≤ |b| / (2 * a) := by positivity
    rw [hsq q, hsq (|b| / (2 * a)), abs_of_nonneg hn, sub_self] at h1
    have h2 : (|q| - |b| / (2 * a)) ^ 2 ≤ 0 := by
      by_contra hc
      have h3 := mul_pos ha (not_le.mp hc)
      linarith
    exact sub_eq_zero.mp (pow_eq_zero_iff two_ne_zero |>.mp (le_antisymm h2 (sq_nonneg _)))
  · rw [hsq q, hsq p, h, sub_self]
    have h1 := mul_nonneg ha.le (sq_nonneg (|p| - |b| / (2 * a)))
    linarith
  · rw [hE' 0, hsq q, h, abs_zero]
    ring
```

The hypotheses are $a>0$, a nonzero Hermitian $V$ with the two symmetries, and a function $E$ whose value at each $q$ is the lowest level of $H(q)$. The conclusion has three parts:

- $V = b\,\sigma_z$ with $b$ real and nonzero.
- A displacement $q$ is a global minimiser, written `∀ p, E q ≤ E p`, if and only if $|q| = |b|/(2a)$.
- At such a $q$, $E(0) - E(q) = b^2/(4a)$.

By hand, complete the square in $|q|$:

$$E(q) = aq^2 - |b||q| = a\left(|q| - \frac{|b|}{2a}\right)^2 - \frac{b^2}{4a}.$$

Since $a>0$, the square term is smallest when it vanishes, which happens at the two points $q = \pm|b|/(2a)$. At X the energy is $E(0)=0$, so the depth is $b^2/(4a)$.

In Lean, `hsq` is this identity. To show that every minimiser has the stated modulus, the proof compares $E(q)$ with $E(|b|/(2a))$, which forces the square to be at most zero.

The step that makes this possible is `(hE q).unique (lower_band a b q)`. The theorem never defines $E$ by a formula; it only assumes that $E(q)$ is a least element of the set of levels. A set of real numbers has at most one least element, and `lower_band` has already exhibited one. The method `unique` equates the two, and from then on the spectral problem is a problem about an explicit function. The statement therefore speaks about eigenvalues, while the minimisation is school algebra.

One plausible argument gives the wrong answer here. The lower band is even in $q$, and an even function has zero slope at the origin, so X should be a stationary point. That inference needs differentiability, and $-|b||q|$ has a kink at $q=0$. Along the axis, X is in fact a local maximum of the lower band, with a sharp peak instead of a flat top.

The result applies to silicon along the axis if its two lowest conduction bands follow this $H(q)$, with these symmetries and a nonzero $b$, as far out as the minimum. The space group of the crystal gives the symmetries, and a band calculation can test the rest. The model says nothing about directions across the axis or about other parts of the Brillouin zone, so it does not by itself show that these valleys are the band edge. For electronic-structure work, the two-band quadratic model shows why a search for the band edge should sample the line through such a crossing and not only the crossing point.

## When mixing brings the minimum back to X

```lean
/-- For `a > 0`, `V = b σ_z` and a coupling `s σ_x` between the bands, the lower band has a global
minimum at X exactly when `b² ≤ 2 a |s|`. -/
theorem minimum_at_X_iff (a b s : ℝ) (ha : 0 < a) (E : ℝ → ℝ)
    (hE : ∀ q, IsLeast (levels (bandH a ((b : ℂ) • sigmaZ) q + (s : ℂ) • sigmaX)) (E q)) :
    (∀ p, E 0 ≤ E p) ↔ b ^ 2 ≤ 2 * a * |s| := by
  have hE' : ∀ q, E q = a * q ^ 2 - √((q * b) ^ 2 + s ^ 2) :=
    fun q => (hE q).unique (lower_band_mixed a b s q)
  have h0 : E 0 = -|s| := by
    rw [hE' 0, show (0 * b) ^ 2 + s ^ 2 = s ^ 2 by ring, Real.sqrt_sq_eq_abs]
    ring
  -- remove the square root
  have key : ∀ p, E 0 ≤ E p ↔ (p * b) ^ 2 + s ^ 2 ≤ (a * p ^ 2 + |s|) ^ 2 := by
    intro p
    have hn : 0 ≤ a * p ^ 2 + |s| := by positivity
    rw [h0, hE' p]
    constructor
    · intro h
      have h' : √((p * b) ^ 2 + s ^ 2) ≤ a * p ^ 2 + |s| := by linarith
      exact (Real.sqrt_le_iff.mp h').2
    · intro h
      have h' := Real.sqrt_le_iff.mpr ⟨hn, h⟩
      linarith
  constructor
  · intro h
    by_contra hc
    have hd : 0 < b ^ 2 - 2 * a * |s| := sub_pos.mpr (not_le.mp hc)
    -- a displacement at which the band lies below its value at X
    obtain ⟨p, hp⟩ : ∃ p : ℝ, a ^ 2 * p ^ 2 = (b ^ 2 - 2 * a * |s|) / 2 := by
      refine ⟨√((b ^ 2 - 2 * a * |s|) / 2) / a, ?_⟩
      rw [div_pow, Real.sq_sqrt (by linarith), mul_div_cancel₀ _ (pow_ne_zero 2 ha.ne')]
    have hp0 : 0 < p ^ 2 := by
      by_contra hn
      have hz : p ^ 2 = 0 := le_antisymm (not_lt.mp hn) (sq_nonneg p)
      rw [hz] at hp
      linarith
    have h1 : p ^ 2 * (b ^ 2 - 2 * a * |s|) ≤ p ^ 2 * (a ^ 2 * p ^ 2) := by
      nlinarith [(key p).mp (h p), sq_abs s]
    rw [hp] at h1
    nlinarith [mul_pos hp0 hd]
  · intro h p
    rw [key p]
    nlinarith [mul_le_mul_of_nonneg_right h (sq_nonneg p), sq_abs s, sq_nonneg (a * p ^ 2)]

end

end ValleyNearX
```

A term $s\,\sigma_x$ breaks the $\sigma_z$ symmetry and splits the levels at X into $\pm|s|$. In silicon, shear strain can supply such a term. The theorem says that the lower band then has a global minimum at X if and only if $b^2 \le 2a|s|$. Here $b$ may be any real number, including zero.

By hand, $E(0) = -|s|$, so $E(0)\le E(p)$ means

$$\sqrt{b^2p^2+s^2} \le ap^2+|s| .$$

Both sides are non-negative, so squaring loses nothing and leaves

$$p^2\left(b^2 - 2a|s|\right) \le a^2p^4 .$$

If $b^2\le 2a|s|$, the left side is never positive and the inequality holds for every $p$. If $b^2 > 2a|s|$, choose $p$ with $a^2p^2 = (b^2-2a|s|)/2$. Dividing by $p^2 > 0$ would then require a positive number to be at most half of itself, so the band at this $p$ lies below its value at X.

The Lean proof has the same structure. Its `key` is the squared inequality, `obtain ⟨p, hp⟩` produces the test displacement, and `nlinarith` does the remaining polynomial arithmetic. For $s=0$ the condition reduces to $b=0$, in agreement with the previous theorem: without mixing, any nonzero slope moves the minimum off X.

```lean
#print axioms ValleyNearX.valley_off_X
#print axioms ValleyNearX.minimum_at_X_iff
```

```
'ValleyNearX.valley_off_X' depends on axioms: [propext, Classical.choice, Quot.sound]
'ValleyNearX.minimum_at_X_iff' depends on axioms: [propext, Classical.choice, Quot.sound]
```
